# Every velocity component of a free massive Dirac particle connects the two energy signs

## A velocity that does not commute with the energy

A free particle of definite momentum should move at constant velocity. For a Dirac particle the velocity operator is i[H, x_k] = α_k, in units with ħ = c = 1, and α_k does not in general commute with the Hamiltonian

H = Σ_j p_j α_j + m β.

Here p is the momentum, m the mass, and α_j and β are the Dirac matrices. The velocity can therefore oscillate in time although no force acts. This is Zitterbewegung, the trembling motion. Which part of α_k oscillates, and is that part ever absent?

Let E = √(p² + m²), and split the states by the sign of their energy:

P = (1 + H/E)/2,  Q = 1 − P.

For m > 0 and every direction k, the answer is

P α_k P = (p_k/E) P,  P α_k Q ≠ 0.

Within the positive energies the velocity is the classical number p_k/E. The part that connects the two signs never vanishes, and it carries the oscillation.

## Moving the velocity through a projector

The Dirac relations say that all α_j and β square to one and anticommute with each other. In α_k H + H α_k only the term j = k survives, so

α_k H + H α_k = 2p_k,  and likewise  β H + H β = 2m.

Symmetrising the square of H gives

2H² = Σ_j p_j (α_j H + H α_j) + m (β H + H β) = 2 Σ_j p_j² + 2m² = 2E².

With H² = E² the projectors behave as their names suggest:

HP = (H + E)/2 = EP,
P² = (P + HP/E)/2 = P,
HQ = H − EP = (H − E)/2 = −EQ.

In particular QP = P − P² = 0. Now use the anticommutator to move α_k past H:

α_k Q = (α_k − α_k H/E)/2 = (α_k + H α_k/E)/2 − p_k/E = P α_k − p_k/E.

Multiplying from the left by P gives P α_k Q = P α_k − (p_k/E) P. By the definition of Q, the left side is also P α_k − P α_k P. Hence P α_k P = (p_k/E) P. Multiplying by Q instead, with QP = 0, gives Q α_k Q = −(p_k/E) Q.

## How strong the coupling is

Go from positive to negative energies and back:

P α_k Q α_k P = P α_k² P − (P α_k P) α_k P = P − (p_k/E) P α_k P = (1 − p_k²/E²) P.

For m > 0 we have p_k² < E², so the factor is nonzero. Suppose P α_k Q = 0. Then the left side vanishes, hence P = 0 and Q = 1, and Q α_k Q = −(p_k/E) Q becomes α_k = −p_k/E. Squaring gives 1 = p_k²/E², a contradiction.

## The oscillation at angular frequency 2E

Let U(t) = e^{iEt} P + e^{−iEt} Q. Then U(0) = P + Q = 1, and

dU/dt = iE e^{iEt} P − iE e^{−iEt} Q = iHU.

The velocity in the Heisenberg picture is U(t) α_k U(−t). Expanding the product, the phases cancel in the two diagonal terms and double in the others. Since P − Q = H/E, the diagonal terms add up to (p_k/E)(P − Q) = p_k H/E², and

U(t) α_k U(−t) = p_k H/E² + e^{2iEt} P α_k Q + e^{−2iEt} Q α_k P.

Between two states of the same energy sign both oscillating terms vanish, so trembling requires a superposition of the two signs. No-pair approximations in relativistic electronic structure keep only positive-energy states; in the free one-particle model treated here, such a projection leaves the velocity p_k/E and removes the oscillation.

## What the Lean theorems say

`IsDirac α β` collects the Dirac relations for elements of a ring `A`, which is also an algebra over ℂ. The index `k : Fin n` runs over n spatial directions, so neither the dimension of space nor the matrix size is fixed. Hermiticity is not assumed, so `P` is shown only to be idempotent; for the usual Hermitian Dirac matrices it is also an orthogonal projector.

The momentum `p : Fin n → ℝ` is a fixed list of real numbers. The symbol `•` multiplies an algebra element by a number, and the local notation `E` is the real `energy p m` read as a complex number.

The main theorem is `velocity_connects_energy_signs`. It assumes `0 < m` and `[Nontrivial A]`, meaning 1 ≠ 0 in the algebra. The remaining results on projectors and time dependence assume only the Dirac relations and `E ≠ 0`, which also admits a massless particle with nonzero momentum.

`propagator` is the factor U(t) above, with the sign of e^{iHt}; Schrödinger states evolve with U(−t). It is defined by its two phases, and `propagator_evolution` verifies the initial value and the differential equation in a normed algebra, where a derivative makes sense.

The position operator does not appear, so reading α_k as a velocity is physical input. Wave packets, external fields and interactions are not treated.

```lean
import Mathlib

open Complex

namespace DiracZitterbewegung

noncomputable section

/-- The Dirac relations: all `α k` and `β` square to one and anticommute with each other. -/
structure IsDirac {A : Type*} [Ring A] {n : ℕ} (α : Fin n → A) (β : A) : Prop where
  alpha_sq : ∀ k, α k * α k = 1
  alpha_anti : ∀ j k, j ≠ k → α j * α k + α k * α j = 0
  alpha_beta : ∀ k, α k * β + β * α k = 0
  beta_sq : β * β = 1

variable {A : Type*} [Ring A] [Algebra ℂ A] {n : ℕ}

/-- The Dirac Hamiltonian `α·p + β m` at fixed momentum `p`. -/
def hamiltonian (α : Fin n → A) (β : A) (p : Fin n → ℝ) (m : ℝ) : A :=
  ∑ j, (p j : ℂ) • α j + (m : ℂ) • β

/-- The relativistic energy `E = √(p² + m²)`. -/
def energy (p : Fin n → ℝ) (m : ℝ) : ℝ := Real.sqrt (∑ j, p j ^ 2 + m ^ 2)

/-- The positive-energy projector `P = (1 + H/E)/2`, for `E ≠ 0`. -/
def posProj (α : Fin n → A) (β : A) (p : Fin n → ℝ) (m : ℝ) : A :=
  (1 / 2 : ℂ) • (1 + (energy p m : ℂ)⁻¹ • hamiltonian α β p m)

/-- The negative-energy projector `Q = 1 - P`, for `E ≠ 0`. -/
def negProj (α : Fin n → A) (β : A) (p : Fin n → ℝ) (m : ℝ) : A := 1 - posProj α β p m

/-- The evolution factor `U(t) = exp(iEt) P + exp(-iEt) Q`, for `E ≠ 0`. -/
def propagator (α : Fin n → A) (β : A) (p : Fin n → ℝ) (m t : ℝ) : A :=
  exp (I * energy p m * t) • posProj α β p m + exp (-(I * energy p m * t)) • negProj α β p m

variable {α : Fin n → A} {β : A} {p : Fin n → ℝ} {m : ℝ}

local notation "H" => hamiltonian α β p m
local notation "E" => (energy p m : ℂ)
local notation "P" => posProj α β p m
local notation "Q" => negProj α β p m
local notation "U" => propagator α β p m

/-- The anticommutator of the velocity `α k` with the Hamiltonian is `2 p k`. -/
theorem alpha_anticomm (h : IsDirac α β) (k : Fin n) :
    α k * H + H * α k = (2 * (p k : ℂ)) • (1 : A) := by
  have hs : ∑ j, (p j : ℂ) • (α k * α j + α j * α k) = (2 * (p k : ℂ)) • (1 : A) := by
    rw [Finset.sum_eq_single k]
    · rw [h.alpha_sq]; module
    · intro j _ hj
      rw [h.alpha_anti k j hj.symm, smul_zero]
    · intro hk
      exact absurd (Finset.mem_univ k) hk
  calc _ = ∑ j, (p j : ℂ) • (α k * α j + α j * α k) + (m : ℂ) • (α k * β + β * α k) := by
        simp only [hamiltonian, mul_add, add_mul, Finset.mul_sum, Finset.sum_mul,
          mul_smul_comm, smul_mul_assoc, smul_add, Finset.sum_add_distrib]
        abel
    _ = _ := by rw [hs, h.alpha_beta, smul_zero, add_zero]

/-- The square of the Dirac Hamiltonian is `E²`. -/
theorem hamiltonian_sq (h : IsDirac α β) : H * H = (E ^ 2) • (1 : A) := by
  have hE : E ^ 2 = ∑ j, (p j : ℂ) ^ 2 + (m : ℂ) ^ 2 := by
    have h0 : energy p m ^ 2 = ∑ j, p j ^ 2 + m ^ 2 := Real.sq_sqrt (by positivity)
    exact_mod_cast h0
  have left : ∀ X : A, H * X = ∑ j, (p j : ℂ) • (α j * X) + (m : ℂ) • (β * X) := by
    intro X
    simp only [hamiltonian, add_mul, Finset.sum_mul, smul_mul_assoc]
  have right : ∀ X : A, X * H = ∑ j, (p j : ℂ) • (X * α j) + (m : ℂ) • (X * β) := by
    intro X
    simp only [hamiltonian, mul_add, Finset.mul_sum, mul_smul_comm]
  have hβ : β * H + H * β = (2 * (m : ℂ)) • (1 : A) := by
    have hs : ∑ j, (p j : ℂ) • (α j * β) + ∑ j, (p j : ℂ) • (β * α j) = 0 := by
      simp only [← Finset.sum_add_distrib, ← smul_add, h.alpha_beta, smul_zero,
        Finset.sum_const_zero]
    rw [left, right, h.beta_sq]
    linear_combination (norm := module) hs
  have hs : ∑ j, (p j : ℂ) • ((2 * (p j : ℂ)) • (1 : A))
      = (2 * ∑ j, (p j : ℂ) ^ 2) • (1 : A) := by
    rw [Finset.mul_sum, Finset.sum_smul]
    refine Finset.sum_congr rfl fun j _ => ?_
    module
  -- symmetrise the product and use the anticommutators
  have h2 : H * H + H * H
      = (2 * ∑ j, (p j : ℂ) ^ 2) • (1 : A) + (m : ℂ) • ((2 * (m : ℂ)) • (1 : A)) := by
    rw [← hs, ← hβ]
    simp only [← alpha_anticomm (p := p) (m := m) h, smul_add, Finset.sum_add_distrib]
    linear_combination (norm := module) left H + right H
  rw [hE]
  linear_combination (norm := module) (1 / 2 : ℂ) • h2

/-- `P` is idempotent, and `H` acts as `E` on the range of `P` and as `-E` on that of `Q`. -/
theorem projector_relations (h : IsDirac α β) (hE : E ≠ 0) :
    P * P = P ∧ H * P = E • P ∧ H * Q = (-E) • Q := by
  have hP : H * P = E • P := by
    simp only [posProj, mul_smul_comm, mul_add, mul_one]
    rw [hamiltonian_sq h]
    match_scalars <;> field_simp
  have hX : ∀ X : A, P * X = (1 / 2 : ℂ) • (X + E⁻¹ • (H * X)) := by
    intro X
    simp only [posProj, smul_mul_assoc, add_mul, one_mul]
  refine ⟨?_, hP, ?_⟩
  · rw [hX, hP, inv_smul_smul₀ hE]
    module
  · rw [negProj, mul_sub, mul_one, hP]
    simp only [posProj]
    match_scalars <;> field_simp <;> ring

/-- Within one energy sign the velocity is a number: `P α_k P = (p_k/E) P` and
`Q α_k Q = -(p_k/E) Q`. -/
theorem velocity_within_sign (h : IsDirac α β) (hE : E ≠ 0) (k : Fin n) :
    P * α k * P = ((p k : ℂ) / E) • P ∧ Q * α k * Q = (-((p k : ℂ) / E)) • Q := by
  have hPP := (projector_relations h hE).1
  have hQP : Q * P = 0 := by rw [negProj, sub_mul, one_mul, hPP, sub_self]
  -- moving `α k` through `Q` turns `Q` into `P` and leaves the number `-p_k/E`
  have key : α k * Q = P * α k - ((p k : ℂ) / E) • (1 : A) := by
    simp only [negProj, posProj, mul_sub, mul_add, add_mul, mul_one, one_mul,
      mul_smul_comm, smul_mul_assoc]
    linear_combination (norm := module)
      (-(1 / 2 : ℂ) * E⁻¹) • alpha_anticomm (p := p) (m := m) h k
  constructor
  · have h1 : P * α k * Q = P * α k - ((p k : ℂ) / E) • P := by
      rw [mul_assoc, key, mul_sub, ← mul_assoc, hPP, mul_smul_comm, mul_one]
    rw [negProj, mul_sub, mul_one] at h1
    exact sub_right_inj.mp h1
  · rw [mul_assoc, key, mul_sub, ← mul_assoc, hQP, zero_mul, mul_smul_comm, mul_one]
    module

/-- The strength of the coupling between energy signs: `P α_k Q α_k P = (1 - p_k²/E²) P`. -/
theorem interference_strength (h : IsDirac α β) (hE : E ≠ 0) (k : Fin n) :
    P * α k * Q * α k * P = (1 - ((p k : ℂ) / E) ^ 2) • P := by
  have hv := (velocity_within_sign h hE k).1
  rw [negProj, mul_sub, mul_one, hv, sub_mul, sub_mul, smul_mul_assoc, smul_mul_assoc, hv,
    mul_assoc P (α k) (α k), h.alpha_sq, mul_one, (projector_relations h hE).1]
  module

/-- For a massive particle `P α_k P = (p_k/E) P`, while the part `P α_k Q` of the velocity
that connects the two energy signs is nonzero for each `k`. -/
theorem velocity_connects_energy_signs [Nontrivial A] (h : IsDirac α β) (hm : 0 < m)
    (k : Fin n) : P * α k * P = ((p k : ℂ) / E) • P ∧ P * α k * Q ≠ 0 := by
  have hsq : energy p m ^ 2 = ∑ j, p j ^ 2 + m ^ 2 := Real.sq_sqrt (by positivity)
  have hle : p k ^ 2 ≤ ∑ j, p j ^ 2 :=
    Finset.single_le_sum (f := fun j => p j ^ 2) (fun j _ => sq_nonneg (p j)) (Finset.mem_univ k)
  have hlt : p k ^ 2 < energy p m ^ 2 := by
    have : 0 < m ^ 2 := by positivity
    linarith
  have hE : energy p m ≠ 0 := by
    intro h0
    rw [h0] at hlt
    nlinarith [sq_nonneg (p k)]
  have hE' : E ≠ 0 := by exact_mod_cast hE
  -- the factor `1 - p_k²/E²` is nonzero
  have hv : (1 : ℂ) - ((p k : ℂ) / E) ^ 2 ≠ 0 := by
    intro h0
    have h1 : (1 : ℝ) - (p k / energy p m) ^ 2 = 0 := by exact_mod_cast h0
    rw [div_pow, sub_eq_zero, eq_div_iff (pow_ne_zero 2 hE)] at h1
    linarith
  refine ⟨(velocity_within_sign h hE' k).1, fun h0 => ?_⟩
  have hs := interference_strength h hE' k
  rw [h0, zero_mul, zero_mul] at hs
  have hP : P = 0 := (smul_eq_zero.mp hs.symm).resolve_left hv
  -- without positive energies the velocity would be a number of modulus below one
  have hα := (velocity_within_sign h hE' k).2
  rw [negProj, hP, sub_zero, one_mul, mul_one] at hα
  have h1 := h.alpha_sq k
  rw [hα, smul_mul_assoc, one_mul, smul_smul] at h1
  have h2 : (1 - ((p k : ℂ) / E) ^ 2) • (1 : A) = 0 := by
    linear_combination (norm := module) (-1 : ℂ) • h1
  exact one_ne_zero ((smul_eq_zero.mp h2).resolve_left hv)

/-- The factor `U(t)` starts at one and solves `dU/dt = i H U`. -/
theorem propagator_evolution {B : Type*} [NormedRing B] [NormedAlgebra ℂ B] {a : Fin n → B}
    {b : B} (h : IsDirac a b) (hE : E ≠ 0) (t : ℝ) :
    propagator a b p m 0 = 1 ∧
    HasDerivAt (propagator a b p m) ((I • hamiltonian a b p m) * propagator a b p m t) t := by
  obtain ⟨-, hP, hQ⟩ := projector_relations h hE
  refine ⟨by simp [propagator, negProj], ?_⟩
  have h1 : HasDerivAt (fun s : ℝ => (s : ℂ)) ((1 : ℝ) : ℂ) t := (hasDerivAt_id' t).ofReal_comp
  have h0 : HasDerivAt (fun s : ℝ => I * E * (s : ℂ)) (I * E) t :=
    (h1.const_mul (I * E)).congr_deriv (by rw [Complex.ofReal_one, mul_one])
  refine ((h0.cexp.smul_const (posProj a b p m)).fun_add
    (h0.fun_neg.cexp.smul_const (negProj a b p m))).congr_deriv ?_
  simp only [propagator, smul_mul_assoc, mul_add, mul_smul_comm, hP, hQ]
  module

/-- Zitterbewegung: the velocity `U(t) α_k U(-t)` is the constant `p_k H/E²` plus the two terms
connecting opposite energy signs, with the phase factors `exp(2iEt)` and `exp(-2iEt)`. -/
theorem zitterbewegung (h : IsDirac α β) (hE : E ≠ 0) (k : Fin n) (t : ℝ) :
    U t * α k * U (-t) = ((p k : ℂ) / E ^ 2) • H
      + exp (2 * I * E * t) • (P * α k * Q) + exp (-(2 * I * E * t)) • (Q * α k * P) := by
  have expand : ∀ (a b : ℂ) (X Y Z : A), a * b = 1 →
      (a • X + b • Y) * Z * (b • X + a • Y)
        = X * Z * X + Y * Z * Y + (a * a) • (X * Z * Y) + (b * b) • (Y * Z * X) := by
    intro a b X Y Z hab
    simp only [add_mul, mul_add, smul_mul_assoc, mul_smul_comm]
    linear_combination (norm := module) hab • (X * Z * X + Y * Z * Y)
  have ha : exp (2 * I * E * t) = exp (I * E * t) * exp (I * E * t) := by
    rw [← Complex.exp_add]; congr 1; ring
  have hb : exp (-(2 * I * E * t)) = exp (-(I * E * t)) * exp (-(I * E * t)) := by
    rw [← Complex.exp_add]; congr 1; ring
  have hab : exp (I * E * t) * exp (-(I * E * t)) = 1 := by
    rw [← Complex.exp_add, add_neg_cancel, Complex.exp_zero]
  -- the diagonal parts add up to the constant velocity
  have hd : ((p k : ℂ) / E) • P + (-((p k : ℂ) / E)) • Q = ((p k : ℂ) / E ^ 2) • H := by
    simp only [negProj, posProj]
    module
  obtain ⟨hP, hQ⟩ := velocity_within_sign h hE k
  simp only [propagator, Complex.ofReal_neg, mul_neg, neg_neg]
  rw [expand _ _ _ _ _ hab, hP, hQ, hd, ha, hb]

/-- The three Pauli matrices. -/
def pauli : Fin 3 → Matrix (Fin 2) (Fin 2) ℂ :=
  ![!![0, 1; 1, 0], !![0, -I; I, 0], !![1, 0; 0, -1]]

/-- The standard 4×4 Dirac matrices, written in Pauli blocks, satisfy the Dirac relations. -/
theorem isDirac_witness :
    IsDirac (A := Matrix (Fin 2 ⊕ Fin 2) (Fin 2 ⊕ Fin 2) ℂ)
      (fun k => Matrix.fromBlocks 0 (pauli k) (pauli k) 0) (Matrix.fromBlocks 1 0 0 (-1)) := by
  have hsq : ∀ k, pauli k * pauli k = 1 := by
    intro k
    ext a b
    fin_cases k <;> fin_cases a <;> fin_cases b <;>
      simp [pauli, Matrix.mul_apply, Fin.sum_univ_succ]
  have hanti : ∀ j k, j ≠ k → pauli j * pauli k + pauli k * pauli j = 0 := by
    intro j k hjk
    ext a b
    fin_cases j <;> fin_cases k <;> first
      | exact absurd rfl hjk
      | (fin_cases a <;> fin_cases b <;> simp [pauli])
  constructor
  · intro k
    simp [Matrix.fromBlocks_multiply, hsq]
  · intro j k hjk
    simp [Matrix.fromBlocks_multiply, Matrix.fromBlocks_add, hanti j k hjk]
  · intro k
    simp [Matrix.fromBlocks_multiply, Matrix.fromBlocks_add]
  · simp [Matrix.fromBlocks_multiply]

end

end DiracZitterbewegung
```

```lean
#print axioms DiracZitterbewegung.velocity_connects_energy_signs
#print axioms DiracZitterbewegung.propagator_evolution
#print axioms DiracZitterbewegung.zitterbewegung
```

```
'DiracZitterbewegung.velocity_connects_energy_signs' depends on axioms: [propext, Classical.choice, Quot.sound]
'DiracZitterbewegung.propagator_evolution' depends on axioms: [propext, Classical.choice, Quot.sound]
'DiracZitterbewegung.zitterbewegung' depends on axioms: [propext, Classical.choice, Quot.sound]
```

## How the proof follows the algebra

`alpha_anticomm` distributes the products over the sum defining H, and `Finset.sum_eq_single k` keeps the one surviving term. `hamiltonian_sq` expands multiplication by H from either side (`left`, `right`), proves the anticommutator with β (`hβ`), and assembles the symmetrised square in `h2`. Many steps end with `linear_combination (norm := module)`, which checks that an identity follows from the quoted equations by linear algebra with complex coefficients.

`projector_relations` first proves HP = EP from the square of H, then uses it for P² = P and HQ = −EQ.

In `velocity_within_sign`, the statement `key` is the exchange rule α_k Q = P α_k − p_k/E. The two halves of the theorem follow by multiplying it from the left by P and by Q. `interference_strength` then replaces the middle Q by 1 − P and applies the first half twice.

`velocity_connects_energy_signs` begins with the inequality p_k² < E², called `hlt`. From it come E ≠ 0 and the nonvanishing factor `hv`. The rest is the argument by contradiction: `smul_eq_zero` says that a number times an algebra element is zero only if one of them is, which first forces P = 0 and at the end would force 1 = 0.

`propagator_evolution` differentiates the two exponentials and uses HP = EP and HQ = −EQ to recognise iHU. In `zitterbewegung`, `expand` multiplies out the product for any two phases a and b with ab = 1, and `hd` combines the diagonal terms into p_k H/E².

Finally, `isDirac_witness` confirms that the standard 4×4 matrices satisfy `IsDirac` in three dimensions. It checks the Pauli relations entry by entry and then multiplies 2×2 blocks.
